# The antisymmetric amplitude of a Kramers pair determines its plane and is unchanged by time reversal

Let $Tx = U\bar x$ on $\mathbb{C}^n$, where the matrix $U$ satisfies $U\bar U = -1$, and let $x\wedge y = xy^{\mathsf T} - yx^{\mathsf T}$. If $y = ax + b\,Tx$, then

$$y\wedge Ty = (|a|^2+|b|^2)\; x\wedge Tx .$$

Conversely, $y\wedge Ty$ is a multiple of $x\wedge Tx$ only if $y$ is such a superposition, and the two amplitudes are equal exactly when the coefficients can be chosen with $|a|^2+|b|^2=1$. The operation $T\otimes T$ leaves $x\wedge Tx$ unchanged. For two electrons filling one Kramers pair in a finite basis, this says which orbitals $y$, each taken with its partner $Ty$, give the same two-particle amplitude, phase included.

## Orbitals, time reversal and pair amplitudes

```lean
import Mathlib

open Matrix

namespace KramersPair

noncomputable section

variable {n : Type*} [Fintype n] [DecidableEq n]
```

The first line loads the mathematical library Mathlib. The type `n` is a finite set of labels for the spin-orbital basis functions, so an orbital is a function `n → ℂ`, its list of coefficients.

```lean
/-- The antilinear operation `T x = U conj(x)` on orbitals. -/
def timeReversal (U : Matrix n n ℂ) (x : n → ℂ) : n → ℂ := U *ᵥ star x
```

This is $Tx = U\bar x$. The symbol `*ᵥ` multiplies a matrix by a vector, and `star` is complex conjugation, taken entry by entry on a vector.

```lean
/-- The antisymmetric two-particle amplitude `x yᵀ - y xᵀ`. -/
def wedge (x y : n → ℂ) : Matrix n n ℂ := vecMulVec x y - vecMulVec y x
```

`vecMulVec x y` is the matrix $xy^{\mathsf T}$, with entries $x_iy_j$ and no conjugation. A matrix $M$ stands for a two-particle amplitude: $M_{ij}$ belongs to particle 1 in basis function $i$ and particle 2 in $j$. The wedge carries no normalisation factor. For orthonormal $x$ and $y$, the normalised Slater determinant is $(x\wedge y)/\sqrt2$.

```lean
/-- The operation `T ⊗ T` on two-particle amplitudes, `M ↦ U conj(M) Uᵀ`. -/
def pairReversal (U M : Matrix n n ℂ) : Matrix n n ℂ := U * M.map star * Uᵀ
```

Here $T\otimes T$ is defined by the formula $M\mapsto U\bar M U^{\mathsf T}$. The expression `M.map star` conjugates every entry without transposing. That this formula deserves its name is shown below, on product amplitudes.

## Antilinearity and the square of T

```lean
omit [DecidableEq n] in
/-- `T` is antilinear: coefficients of a superposition are conjugated. -/
theorem timeReversal_superposition (U : Matrix n n ℂ) (a b : ℂ) (x y : n → ℂ) :
    timeReversal U (a • x + b • y)
      = star a • timeReversal U x + star b • timeReversal U y := by
  simp only [timeReversal, star_add, star_smul, mulVec_add, mulVec_smul]
```

In ordinary notation, $T(ax+by) = \bar a\,Tx + \bar b\,Ty$. Conjugating the superposition conjugates its coefficients, and multiplication by $U$ is linear. The symbol `•` multiplies a vector by a number. The `simp only` line applies exactly these rules.

```lean
/-- If `U conj(U) = -1`, then applying `T` twice reverses the sign of every orbital. -/
theorem timeReversal_twice {U : Matrix n n ℂ} (hU : U * U.map star = -1) (x : n → ℂ) :
    timeReversal U (timeReversal U x) = -x := by
  have h : star (U *ᵥ star x) = U.map star *ᵥ x := by
    ext i
    simp [mulVec, dotProduct, mul_comm]
  unfold timeReversal
  rw [h, mulVec_mulVec, hU, neg_mulVec, one_mulVec]
```

The hypothesis `hU` says $U\bar U=-1$. It stands for the physics of half-odd-integer total spin, as for a single electron, where time reversal applied twice reverses the sign of the state. By hand,

$$T(Tx) = U\,\overline{U\bar x} = U\bar U x = -x .$$

The inner statement `h` is the middle step, $\overline{U\bar x}=\bar Ux$. Unitarity of $U$ is never assumed, and no Hamiltonian enters.

```lean
private lemma mul_star_eq (a : ℂ) : a * star a = ((‖a‖ ^ 2 : ℝ) : ℂ) := by
  rw [Complex.sq_norm]
  exact Complex.mul_conj a
```

This records $a\bar a=|a|^2$. The notation `((‖a‖ ^ 2 : ℝ) : ℂ)` means the real number $|a|^2$, regarded as a complex one.

## Rotating the orbital within its pair

```lean
/-- For `y = a x + b Tx`, the pair amplitude `y ∧ Ty` equals `|a|² + |b|²` times `x ∧ Tx`. -/
theorem pair_rotation {U : Matrix n n ℂ} (hU : U * U.map star = -1) (a b : ℂ) (x : n → ℂ) :
    wedge (a • x + b • timeReversal U x) (timeReversal U (a • x + b • timeReversal U x))
      = ((‖a‖ ^ 2 + ‖b‖ ^ 2 : ℝ) : ℂ) • wedge x (timeReversal U x) := by
  rw [timeReversal_superposition, timeReversal_twice hU, Complex.ofReal_add,
    ← mul_star_eq a, ← mul_star_eq b]
  -- the terms x ∧ x and Tx ∧ Tx cancel
  ext i j
  simp only [wedge, Matrix.sub_apply, vecMulVec_apply, Pi.add_apply, Pi.smul_apply,
    Pi.neg_apply, Matrix.smul_apply, smul_eq_mul]
  ring
```

First find the partner of $y=ax+b\,Tx$:

$$Ty = \bar a\,Tx + \bar b\,T^2x = \bar a\,Tx - \bar b\,x .$$

Then expand the wedge:

$$y\wedge Ty = a\bar a\,x\wedge Tx - a\bar b\,x\wedge x + b\bar a\,Tx\wedge Tx - b\bar b\,Tx\wedge x .$$

The middle terms vanish, and $Tx\wedge x=-x\wedge Tx$, which leaves the factor $|a|^2+|b|^2$.

The proof follows the same route. The `rw` step rewrites $Ty$ using the two previous theorems, `ext i j` reduces the matrix equation to its entries, and `ring` does the remaining algebra.

## Time reversal of both particles

```lean
omit [DecidableEq n] in
/-- `T ⊗ T` acts on a product amplitude by applying `T` to each factor. -/
theorem pairReversal_product (U : Matrix n n ℂ) (x y : n → ℂ) :
    pairReversal U (vecMulVec x y) = vecMulVec (timeReversal U x) (timeReversal U y) := by
  have h : (vecMulVec x y).map star = vecMulVec (star x) (star y) := by
    ext i j
    simp [vecMulVec_apply]
  unfold pairReversal timeReversal
  rw [h, Matrix.mul_vecMulVec, Matrix.vecMulVec_mul, Matrix.vecMul_transpose]
```

For a product amplitude,

$$U\,\overline{xy^{\mathsf T}}\,U^{\mathsf T} = (U\bar x)(U\bar y)^{\mathsf T} = (Tx)(Ty)^{\mathsf T} .$$

So `pairReversal` acts on each particle by $T$, as $T\otimes T$ should.

```lean
/-- The pair amplitude `x ∧ Tx` is left unchanged by `T ⊗ T`. -/
theorem pairReversal_pair {U : Matrix n n ℂ} (hU : U * U.map star = -1) (x : n → ℂ) :
    pairReversal U (wedge x (timeReversal U x)) = wedge x (timeReversal U x) := by
  have hsub : ∀ M N : Matrix n n ℂ,
      pairReversal U (M - N) = pairReversal U M - pairReversal U N := by
    intro M N
    have h : (M - N).map star = M.map star - N.map star := by
      ext i j
      simp
    unfold pairReversal
    rw [h, Matrix.mul_sub, Matrix.sub_mul]
  -- the sign from T² = -1 compensates the sign from exchanging the factors
  unfold wedge
  rw [hsub, pairReversal_product, pairReversal_product, timeReversal_twice hU]
  ext i j
  simp only [Matrix.sub_apply, vecMulVec_apply, Pi.neg_apply]
  ring
```

Apply the product rule to both terms of the wedge:

$$(T\otimes T)(x\wedge Tx) = Tx\wedge T^2x = -\,Tx\wedge x = x\wedge Tx .$$

One minus sign comes from $T^2=-1$ and the other from exchanging the factors. The inner statement `hsub` supplies what is needed to treat the two terms separately: `pairReversal` respects subtraction.

## Expressing the orbital through a column of the amplitude

```lean
/-- An orbital `y`, times `|y_j|² + |(Ty)_j|²`, is a combination of column `j` of `y ∧ Ty` and the
image of that column under `T`, with coefficients `conj((Ty)_j)` and `y_j`. -/
theorem orbital_from_column {U : Matrix n n ℂ} (hU : U * U.map star = -1)
    (y : n → ℂ) (j : n) :
    ((‖y j‖ ^ 2 + ‖timeReversal U y j‖ ^ 2 : ℝ) : ℂ) • y
      = star (timeReversal U y j) • (fun i => wedge y (timeReversal U y) i j)
        + y j • timeReversal U (fun i => wedge y (timeReversal U y) i j) := by
  have hz : (fun i => wedge y (timeReversal U y) i j)
      = timeReversal U y j • y + (-(y j)) • timeReversal U y := by
    ext i
    simp only [wedge, Matrix.sub_apply, vecMulVec_apply, Pi.add_apply, Pi.smul_apply,
      smul_eq_mul]
    ring
  rw [hz, timeReversal_superposition, timeReversal_twice hU, Complex.ofReal_add,
    ← mul_star_eq (y j), ← mul_star_eq (timeReversal U y j)]
  ext i
  simp only [Pi.add_apply, Pi.smul_apply, Pi.neg_apply, smul_eq_mul, star_neg]
  ring
```

Let $z$ be column $j$ of $y\wedge Ty$. Its entries are $z_i=y_i(Ty)_j-(Ty)_iy_j$, so

$$z = (Ty)_j\,y - y_j\,Ty, \qquad Tz = \overline{(Ty)_j}\,Ty + \overline{y_j}\,y .$$

Now combine them so that the $Ty$ terms cancel:

$$\overline{(Ty)_j}\,z + y_j\,Tz = \left(|y_j|^2+|(Ty)_j|^2\right)y .$$

In Lean, `fun i => wedge y (timeReversal U y) i j` is the column, with $j$ held fixed and $i$ running. The inner statement `hz` is the formula for $z$, and the final `ring` checks the cancellation.

```lean
omit [DecidableEq n] in
private lemma weight_ne_zero (U : Matrix n n ℂ) {y : n → ℂ} {j : n} (hj : y j ≠ 0) :
    ((‖y j‖ ^ 2 + ‖timeReversal U y j‖ ^ 2 : ℝ) : ℂ) ≠ 0 :=
  Complex.ofReal_ne_zero.mpr
    (add_pos_of_pos_of_nonneg (pow_pos (norm_pos_iff.mpr hj) 2) (sq_nonneg _)).ne'
```

If $y_j\neq0$, the weight $|y_j|^2+|(Ty)_j|^2$ is positive, so one may divide by it.

```lean
/-- The amplitude `y ∧ Ty` is a multiple of `x ∧ Tx` exactly when `y` is a superposition
of `x` and `Tx`. -/
theorem pair_proportional_iff {U : Matrix n n ℂ} (hU : U * U.map star = -1)
    (x y : n → ℂ) :
    (∃ c : ℂ, wedge y (timeReversal U y) = c • wedge x (timeReversal U x))
      ↔ ∃ a b : ℂ, y = a • x + b • timeReversal U x := by
  constructor
  · rintro ⟨c, h⟩
    by_cases hy : y = 0
    · exact ⟨0, 0, by simp [hy]⟩
    obtain ⟨j, hj⟩ := Function.ne_iff.mp hy
    have hN := weight_ne_zero U (y := y) (j := j) hj
    have r := orbital_from_column hU y j
    -- each column of the pair amplitude lies in the plane of x and Tx
    have hz : (fun i => wedge y (timeReversal U y) i j)
        = (c * timeReversal U x j) • x + (-(c * x j)) • timeReversal U x := by
      rw [h]
      ext i
      simp only [wedge, Matrix.smul_apply, Matrix.sub_apply, vecMulVec_apply,
        Pi.add_apply, Pi.smul_apply, smul_eq_mul]
      ring
    rw [hz, timeReversal_superposition, timeReversal_twice hU] at r
    refine ⟨((‖y j‖ ^ 2 + ‖timeReversal U y j‖ ^ 2 : ℝ) : ℂ)⁻¹ *
        (star (timeReversal U y j) * (c * timeReversal U x j) - y j * star (-(c * x j))),
      ((‖y j‖ ^ 2 + ‖timeReversal U y j‖ ^ 2 : ℝ) : ℂ)⁻¹ *
        (star (timeReversal U y j) * (-(c * x j)) + y j * star (c * timeReversal U x j)),
      (inv_smul_smul₀ hN y).symm.trans ?_⟩
    rw [r]
    module
  · rintro ⟨a, b, rfl⟩
    exact ⟨_, pair_rotation hU a b x⟩
```

The symbol `∃` means "there exists" and `↔` means "if and only if". The implication from right to left is the scaling law.

For the other direction, suppose $y\wedge Ty=c\,x\wedge Tx$. If $y=0$, take $a=b=0$. Otherwise choose $j$ with $y_j\neq0$. Column $j$ is now

$$z = \alpha x+\beta\,Tx,\qquad \alpha=c\,(Tx)_j,\quad \beta=-c\,x_j ,$$

and therefore $Tz=\bar\alpha\,Tx-\bar\beta\,x$. Write $N=|y_j|^2+|(Ty)_j|^2$. The column formula `orbital_from_column` gives $y=ax+b\,Tx$ with

$$a=\frac{\overline{(Ty)_j}\,\alpha-y_j\bar\beta}{N},\qquad b=\frac{\overline{(Ty)_j}\,\beta+y_j\bar\alpha}{N}.$$

These are the two long expressions after `refine`. The tactic `module` then collects the coefficients of $x$ and $Tx$.

```lean
/-- The pair amplitude `x ∧ Tx` vanishes exactly when `x` is the zero orbital. -/
theorem pair_eq_zero_iff {U : Matrix n n ℂ} (hU : U * U.map star = -1) (x : n → ℂ) :
    wedge x (timeReversal U x) = 0 ↔ x = 0 := by
  constructor
  · intro h
    -- a vanishing pair is a multiple of the pair built from the zero orbital
    obtain ⟨a, b, hx⟩ := (pair_proportional_iff hU 0 x).1 ⟨0, by rw [h, zero_smul]⟩
    rw [hx]
    simp [timeReversal]
  · intro h
    ext i j
    simp [h, wedge]
```

If $x\wedge Tx=0$, it is a multiple of the amplitude built from the zero orbital. The previous theorem then places $x$ in the span of $0$ and $T0=0$, so $x=0$. The converse is immediate. In particular, a nonzero orbital is never proportional to its time-reversed partner, since proportional vectors have zero wedge.

## When two orbitals give the same amplitude

```lean
/-- Two orbitals give the same pair amplitude exactly when `y = a x + b Tx` for some
coefficients with `|a|² + |b|² = 1`. -/
theorem pair_eq_iff {U : Matrix n n ℂ} (hU : U * U.map star = -1) (x y : n → ℂ) :
    wedge y (timeReversal U y) = wedge x (timeReversal U x)
      ↔ ∃ a b : ℂ, ‖a‖ ^ 2 + ‖b‖ ^ 2 = 1 ∧ y = a • x + b • timeReversal U x := by
  constructor
  · intro h
    by_cases hx : x = 0
    · have hy : y = 0 :=
        (pair_eq_zero_iff hU y).1 (h.trans ((pair_eq_zero_iff hU x).2 hx))
      exact ⟨1, 0, by simp, by simp [hx, hy]⟩
    obtain ⟨a, b, rfl⟩ := (pair_proportional_iff hU x y).1 ⟨1, by rw [h, one_smul]⟩
    refine ⟨a, b, ?_, rfl⟩
    rw [pair_rotation hU] at h
    by_contra hne
    -- a scale factor other than one would force the pair amplitude to vanish
    apply hx
    apply (pair_eq_zero_iff hU x).1
    ext i j
    have e := congrFun (congrFun h i) j
    simp only [Matrix.smul_apply, smul_eq_mul] at e
    have e' : (((‖a‖ ^ 2 + ‖b‖ ^ 2 : ℝ) : ℂ) - 1) * wedge x (timeReversal U x) i j = 0 := by
      linear_combination e
    exact (mul_eq_zero.mp e').resolve_left (sub_ne_zero.mpr (by exact_mod_cast hne))
  · rintro ⟨a, b, hab, rfl⟩
    rw [pair_rotation hU, hab, Complex.ofReal_one, one_smul]
```

Suppose the amplitudes are equal. If $x=0$, the vanishing criterion gives $y=0$, and $a=1$, $b=0$ will do. If $x\neq0$, the proportionality theorem with $c=1$ gives $y=ax+b\,Tx$, and the scaling law turns equality into

$$(|a|^2+|b|^2-1)\;x\wedge Tx=0 .$$

Since $x\wedge Tx\neq0$, the bracket vanishes. Lean argues by contradiction: `by_contra hne` supposes the bracket is nonzero, and the entries of $x\wedge Tx$ must then all be zero. The converse substitutes $|a|^2+|b|^2=1$ into the scaling law.

In a Kramers-restricted calculation, this freedom appears when a Fock matrix that commutes with an antiunitary $T$ (one whose matrix $U$ is unitary, in an orthonormal basis) is diagonalised. For a two-dimensional eigenspace, the eigensolver may return any orthonormal basis. A program can keep one normalised vector $y$ and construct its partner as $Ty$, instead of taking the solver's second vector. Whichever normalised $y$ was returned, the matrix $y(Ty)^{\mathsf T}-(Ty)y^{\mathsf T}$ is the same up to rounding. With the solver's own two vectors, the corresponding matrix could differ by a phase. Comparing these matrices between runs therefore tests the pair without first aligning its orbitals.

## A spin-flip matrix and a numerical pair

```lean
/-- On two copies (spin up and spin down) of any finite set of orbitals, the spin-flip matrix
with blocks `0, 1, -1, 0` satisfies `U conj(U) = -1`. -/
theorem timeReversal_witness :
    (fromBlocks 0 1 (-1) 0 : Matrix (n ⊕ n) (n ⊕ n) ℂ)
      * (fromBlocks 0 1 (-1) 0 : Matrix (n ⊕ n) (n ⊕ n) ℂ).map star = -1 := by
  have h0 : (0 : Matrix n n ℂ).map star = 0 := by
    ext i j
    simp
  have h1 : (1 : Matrix n n ℂ).map star = 1 := by
    ext i j
    by_cases h : i = j <;> simp [Matrix.one_apply, h]
  have hn : (-1 : Matrix n n ℂ).map star = -1 := by
    ext i j
    by_cases h : i = j <;> simp [h]
  rw [fromBlocks_map, h0, h1, hn, fromBlocks_multiply, ← fromBlocks_one, fromBlocks_neg]
  simp

end

end KramersPair
```

Here `n` labels spatial orbitals, and `n ⊕ n` consists of two copies of these labels, one for spin up and one for spin down. It is `n ⊕ n` that takes the place of the spin-orbital labels used in the earlier theorems. The theorem says that

$$U=\begin{pmatrix}0&1\\-1&0\end{pmatrix}$$

satisfies $U\bar U=-1$, where each entry is a block. The blocks are real, so conjugation changes nothing, and block multiplication gives $U^2=-1$. The hypothesis on $U$ can thus be met for any number of spatial orbitals. When these orbitals are real functions, $Tx=U\bar x$ with this $U$ is the usual time reversal of an electron, up to a sign convention.

With one spatial orbital the blocks are numbers. Take $x=(1,0)$, so that $Tx=(0,-1)$ and

$$x\wedge Tx=\begin{pmatrix}0&-1\\1&0\end{pmatrix}.$$

Choose $a=\tfrac35$ and $b=\tfrac{4i}5$, for which $|a|^2+|b|^2=1$. Then

$$y=\left(\tfrac35,-\tfrac{4i}5\right),\qquad Ty=\left(\tfrac{4i}5,-\tfrac35\right).$$

The upper-right entry of $y\wedge Ty$ is

$$y_1(Ty)_2-(Ty)_1y_2=-\tfrac9{25}-\tfrac{16}{25}=-1 ,$$

and antisymmetry fixes the rest, so the amplitude is unchanged.

The column formula can be checked on the same numbers. The first column is $z=(0,1)$, for which $Tz=(1,0)$. The weight is $\tfrac9{25}+\tfrac{16}{25}=1$, and

$$\overline{(Ty)_1}\,z+y_1\,Tz=-\tfrac{4i}5(0,1)+\tfrac35(1,0)=y .$$

```lean
#print axioms KramersPair.pairReversal_pair
-- 'KramersPair.pairReversal_pair' depends on axioms: [propext, Classical.choice, Quot.sound]
#print axioms KramersPair.pair_eq_iff
-- 'KramersPair.pair_eq_iff' depends on axioms: [propext, Classical.choice, Quot.sound]
```
